# The leading-logarithm vertex equation of the X-ray edge has the power law $(x_0/w)^g$ as its only continuous solution

In a one-variable leading-logarithm model of the X-ray absorption edge, a program can iterate an integral equation for a vertex, then integrate the square of the vertex to get the response. The closed forms below give the values that both stages should approach as the grid is refined and the iteration converges.

The physical problem is a metal in which an X-ray photon lifts a core electron into the conduction band. The core hole left behind scatters the conduction electrons. Near the threshold, each further scattering brings a factor $\ln(x_0/w)$, where $w>0$ is the distance of the photon energy from the threshold and $x_0$ is a cutoff of the order of the bandwidth. These logarithms grow as $w\to0$ and have to be summed to all orders.

## Closed forms for the vertex and the response

Write $L=\ln(x_0/w)$ for the logarithmic variable and $g$ for the dimensionless coupling: the electron–hole interaction times the density of states, counted positive for attraction. The vertex $T(L)$ is the factor by which scattering changes the amplitude for creating the electron–hole pair; it is neither a temperature nor a T-matrix. It is assumed continuous on $[0,\infty)$ and obeys

$$T(L)=1+g\int_0^L T(l)\,dl .$$

The 1 is the bare vertex, with no scattering. It follows that $T(L)=e^{gL}$ for every real $g$. For $g\neq0$ and $0<w\le x_0$, the vertex and the response $R(w)=\int_0^{L}T(l)^2\,dl$ are

$$T=\left(\frac{x_0}{w}\right)^{g},\qquad R(w)=\frac{(x_0/w)^{2g}-1}{2g}.$$

At $g=0$ the vertex is 1 and the response is $L$.

## Iteration counts, exponent fits and weak coupling

**Iteration.** Starting from the bare vertex, $n$ iterations give exactly the exponential series up to order $n$:

$$T_n(L)=\sum_{k=0}^{n}\frac{(gL)^k}{k!}.$$

At fixed $n$ this is a polynomial in the logarithm, so for $g\neq0$ it cannot follow the power law down to $w\to0$. For a fixed relative accuracy, the number of iterations has to grow as $|g|L$ becomes large.

**Fitting the exponent.** The $-1$ in the response distorts a log-log fit of $R$ at finite $w$. If $g$ is unknown, the full closed form can be fitted instead. If $g$ is known, the combination $1+2gR(w)=(x_0/w)^{2g}$ is a pure power for $0<w\le x_0$ and can be used to check computed values of $R$.

**Weak coupling.** For small $|g|L$ the numerator $e^{2gL}-1$ loses digits to cancellation. The library function `expm1` avoids this.

## From the integral equation to the power law

Define

$$F(L)=\left(1+g\int_0^L T(l)\,dl\right)e^{-gL}.$$

Since $T$ is continuous, the integral has derivative $T(L)$, and the product rule gives

$$F'(L)=g\,e^{-gL}\left[T(L)-\left(1+g\int_0^L T(l)\,dl\right)\right]=0 .$$

The bracket vanishes by the vertex equation. So $F$ is constant, with $F(0)=1$. The first factor of $F$ is $T(L)$, hence $T(L)e^{-gL}=1$ and $T(L)=e^{gL}$.

Conversely, $g\int_0^L e^{gl}dl=e^{gL}-1$, so the exponential does solve the equation. For $g\ne0$ the response is

$$\int_0^L e^{2gl}\,dl=\frac{e^{2gL}-1}{2g}.$$

The condition $0<w\le x_0$ makes $L=\ln(x_0/w)$ non-negative, and $e^{gL}=(x_0/w)^g$ turns both results into powers.

The behaviour at the edge depends on the sign of $g$. For $g>0$,

$$w^{2g}R(w)=\frac{x_0^{2g}-w^{2g}}{2g}\longrightarrow\frac{x_0^{2g}}{2g}\qquad(w\to0^+),$$

so the response diverges with exponent $2g$ and a known amplitude. For $g<0$ the power $(x_0/w)^{2g}=x_0^{2g}w^{-2g}$ vanishes, and $R(w)\to-1/(2g)$, a finite positive number.

For the iterates, set $T_0=1$ and $T_{n+1}(L)=1+g\int_0^L T_n(l)\,dl$. One integration raises each term by one order:

$$g\int_0^L\frac{(gl)^k}{k!}\,dl=\frac{g^{k+1}L^{k+1}}{(k+1)\,k!}=\frac{(gL)^{k+1}}{(k+1)!}.$$

Summing over $k=0,\dots,n$ gives the terms of orders $1$ to $n+1$, and the bare vertex supplies order zero. Induction on $n$ gives the formula for $T_n$.

### Coupling one half at a quarter of the cutoff

Take $g=1/2$ and $w=x_0/4$, values chosen for round results and not for weak coupling. Then $L=\ln4\approx1.3863$ and $gL=\ln2\approx0.6931$. The vertex is $4^{1/2}=2$ and the response is $(4-1)/1=3$. The iterates approach the vertex from below:

- $T_1\approx1.6931$
- $T_2\approx1.69315+0.24023\approx1.9334$
- $T_3\approx1.9334+0.0555=1.9889$

With $g=-1/2$ at the same $w$, the vertex is $1/2$ and the response is $(1/4-1)/(-1)=3/4$, below its limiting value of 1.

## The vertex equation and its edge limits in Lean

```lean
import Mathlib

open Filter Topology

namespace XRayEdgeVertex

noncomputable section

/-- The vertex equation in the logarithmic variable `L`: `T` is continuous on `[0, ∞)` and
`T(L) = 1 + g ∫₀ᴸ T` there. -/
def IsVertex (g : ℝ) (T : ℝ → ℝ) : Prop :=
  ContinuousOn T (Set.Ici 0) ∧ ∀ L, 0 ≤ L → T L = 1 + g * ∫ l in (0 : ℝ)..L, T l

/-- The response at distance `w` from the edge with cutoff `x0`, for `0 < w ≤ x0`: the integral of
the squared vertex from `0` to `ln (x0 / w)`. -/
def edgeResponse (T : ℝ → ℝ) (x0 w : ℝ) : ℝ :=
  ∫ l in (0 : ℝ)..Real.log (x0 / w), T l ^ 2

/-- The vertex after `n` iterations of the vertex equation, starting from the bare vertex `1`. -/
def vertexIter (g : ℝ) : ℕ → ℝ → ℝ
  | 0 => fun _ => 1
  | n + 1 => fun L => 1 + g * ∫ l in (0 : ℝ)..L, vertexIter g n l

/-- The exponential `exp (a x)` has derivative `a exp (a x)`. -/
theorem hasDerivAt_exp_mul (a x : ℝ) :
    HasDerivAt (fun y : ℝ => Real.exp (a * y)) (a * Real.exp (a * x)) x := by
  have h := ((hasDerivAt_id' x).const_mul a).exp
  rw [mul_one, mul_comm] at h
  exact h

/-- The integral of `exp (a l)` from `0` to `L`, multiplied by `a`, is `exp (a L) - 1`. -/
theorem mul_integral_exp (a L : ℝ) :
    a * ∫ l in (0 : ℝ)..L, Real.exp (a * l) = Real.exp (a * L) - 1 := by
  have hc : Continuous fun l : ℝ => a * Real.exp (a * l) := by fun_prop
  have h : ∫ l in (0 : ℝ)..L, a * Real.exp (a * l) = Real.exp (a * L) - Real.exp (a * 0) :=
    intervalIntegral.integral_eq_sub_of_hasDerivAt
      (fun x _ => hasDerivAt_exp_mul a x) (hc.intervalIntegrable _ _)
  rw [intervalIntegral.integral_const_mul, mul_zero, Real.exp_zero] at h
  exact h

/-- The exponential `exp (g L)` solves the vertex equation for every coupling `g`. -/
theorem isVertex_exp_witness (g : ℝ) : IsVertex g (fun L => Real.exp (g * L)) := by
  refine ⟨by fun_prop, fun L _ => ?_⟩
  show Real.exp (g * L) = 1 + g * ∫ l in (0 : ℝ)..L, Real.exp (g * l)
  rw [mul_integral_exp]
  ring

/-- Every solution of the vertex equation equals `exp (g L)` for `L ≥ 0`. -/
theorem vertex_eq_exp {g : ℝ} {T : ℝ → ℝ} (hT : IsVertex g T) {L : ℝ} (hL : 0 ≤ L) :
    T L = Real.exp (g * L) := by
  -- extend the vertex continuously to the whole line
  obtain ⟨S, hS, hST⟩ : ∃ S : ℝ → ℝ, Continuous S ∧ ∀ x, 0 ≤ x → S x = T x :=
    ⟨fun x => T (max x 0),
      hT.1.comp_continuous (by fun_prop) (fun x => le_max_right x 0),
      fun x hx => by simp only [max_eq_left hx]⟩
  have hG : ∀ x, 0 ≤ x → T x = 1 + g * ∫ l in (0 : ℝ)..x, S l := by
    intro x hx
    have e : ∫ l in (0 : ℝ)..x, T l = ∫ l in (0 : ℝ)..x, S l := by
      apply intervalIntegral.integral_congr
      intro l hl
      rw [Set.uIcc_of_le hx] at hl
      exact (hST l hl.1).symm
    rw [hT.2 x hx, e]
  -- the vertex divided by the exponential has zero derivative
  have hd : ∀ x, 0 ≤ x → HasDerivAt
      (fun y : ℝ => (1 + g * ∫ l in (0 : ℝ)..y, S l) * Real.exp (-g * y)) 0 x := by
    intro x hx
    have h1 := ((hS.integral_hasStrictDerivAt 0 x).hasDerivAt.const_mul g).const_add 1
    have h2 := h1.fun_mul (hasDerivAt_exp_mul (-g) x)
    have h3 : S x = 1 + g * ∫ l in (0 : ℝ)..x, S l := (hST x hx).trans (hG x hx)
    refine h2.congr_deriv ?_
    show g * S x * Real.exp (-g * x)
      + (1 + g * ∫ l in (0 : ℝ)..x, S l) * (-g * Real.exp (-g * x)) = 0
    linear_combination (g * Real.exp (-g * x)) * h3
  have hc : (1 + g * ∫ l in (0 : ℝ)..L, S l) * Real.exp (-g * L)
      = (1 + g * ∫ l in (0 : ℝ)..0, S l) * Real.exp (-g * 0) :=
    constant_of_has_deriv_right_zero
      (fun x hx => (hd x hx.1).continuousAt.continuousWithinAt)
      (fun x hx => (hd x hx.1).hasDerivWithinAt) L ⟨hL, le_rfl⟩
  have h1 : T L * Real.exp (-g * L) = 1 := by
    rw [hG L hL]
    exact hc.trans (by simp)
  calc T L = T L * Real.exp (-g * L) * Real.exp (g * L) := by
        rw [mul_assoc, ← Real.exp_add]
        simp
    _ = Real.exp (g * L) := by rw [h1, one_mul]

/-- For `g ≠ 0` and `L ≥ 0` the integral of the squared vertex from `0` to `L` is
`(exp (2 g L) - 1) / (2 g)`. -/
theorem response_eq {g : ℝ} (hg : g ≠ 0) {T : ℝ → ℝ} (hT : IsVertex g T) {L : ℝ}
    (hL : 0 ≤ L) :
    ∫ l in (0 : ℝ)..L, T l ^ 2 = (Real.exp (2 * g * L) - 1) / (2 * g) := by
  have e : ∫ l in (0 : ℝ)..L, T l ^ 2 = ∫ l in (0 : ℝ)..L, Real.exp (2 * g * l) := by
    apply intervalIntegral.integral_congr
    intro l hl
    rw [Set.uIcc_of_le hL] at hl
    show T l ^ 2 = Real.exp (2 * g * l)
    rw [vertex_eq_exp hT hl.1, sq, ← Real.exp_add]
    congr 1
    ring
  rw [e, eq_div_iff (mul_ne_zero two_ne_zero hg), mul_comm, mul_integral_exp]

/-- X-ray edge power law: for `g ≠ 0` and `0 < w ≤ x0`, the vertex at `L = ln (x0 / w)` is
`(x0 / w) ^ g` and the response is `((x0 / w) ^ (2 g) - 1) / (2 g)`. -/
theorem xray_edge_power_law {g : ℝ} (hg : g ≠ 0) {T : ℝ → ℝ} (hT : IsVertex g T)
    {x0 w : ℝ} (hw : 0 < w) (hwx : w ≤ x0) :
    T (Real.log (x0 / w)) = (x0 / w) ^ g ∧
      edgeResponse T x0 w = ((x0 / w) ^ (2 * g) - 1) / (2 * g) := by
  have hr : 0 < x0 / w := div_pos (hw.trans_le hwx) hw
  have hL : 0 ≤ Real.log (x0 / w) := Real.log_nonneg ((one_le_div hw).2 hwx)
  constructor
  · rw [vertex_eq_exp hT hL, Real.rpow_def_of_pos hr, mul_comm]
  · rw [edgeResponse, response_eq hg hT hL, Real.rpow_def_of_pos hr,
      mul_comm (Real.log (x0 / w))]

/-- A positive power of the distance `w` from the edge vanishes as `w → 0⁺`. -/
theorem tendsto_rpow_edge {p : ℝ} (hp : 0 < p) :
    Tendsto (fun w : ℝ => w ^ p) (𝓝[>] 0) (𝓝 0) := by
  have h : Tendsto (fun w : ℝ => w ^ p) (𝓝[>] 0) (𝓝 ((0 : ℝ) ^ p)) :=
    (Real.continuousAt_rpow_const (0 : ℝ) p (by right; positivity)).tendsto.mono_left
      nhdsWithin_le_nhds
  rwa [Real.zero_rpow hp.ne'] at h

/-- For `g > 0` and `x0 > 0`, the response multiplied by `w ^ (2 g)` tends to
`x0 ^ (2 g) / (2 g)` as `w → 0⁺`. -/
theorem edge_singularity {g : ℝ} (hg : 0 < g) {T : ℝ → ℝ} (hT : IsVertex g T)
    {x0 : ℝ} (hx : 0 < x0) :
    Tendsto (fun w => w ^ (2 * g) * edgeResponse T x0 w) (𝓝[>] 0)
      (𝓝 (x0 ^ (2 * g) / (2 * g))) := by
  have h0 := ((tendsto_rpow_edge (p := 2 * g) (by positivity)).const_sub
    (x0 ^ (2 * g))).div_const (2 * g)
  rw [sub_zero] at h0
  refine h0.congr' ?_
  filter_upwards [Ioo_mem_nhdsGT hx] with w hw
  have hp : w ^ (2 * g) ≠ 0 := (Real.rpow_pos_of_pos hw.1 _).ne'
  rw [(xray_edge_power_law hg.ne' hT hw.1 hw.2.le).2, Real.div_rpow hx.le hw.1.le]
  field_simp

/-- For `g < 0` and `x0 > 0`, the response tends to the finite value `-1 / (2 g)` as
`w → 0⁺`. -/
theorem edge_saturation {g : ℝ} (hg : g < 0) {T : ℝ → ℝ} (hT : IsVertex g T)
    {x0 : ℝ} (hx : 0 < x0) :
    Tendsto (fun w => edgeResponse T x0 w) (𝓝[>] 0) (𝓝 (-1 / (2 * g))) := by
  have h0 := (((tendsto_rpow_edge (p := -(2 * g)) (by linarith)).const_mul
    (x0 ^ (2 * g))).sub_const 1).div_const (2 * g)
  rw [mul_zero, zero_sub] at h0
  refine h0.congr' ?_
  filter_upwards [Ioo_mem_nhdsGT hx] with w hw
  rw [(xray_edge_power_law hg.ne hT hw.1 hw.2.le).2, Real.div_rpow hx.le hw.1.le,
    Real.rpow_neg hw.1.le, div_eq_mul_inv (x0 ^ (2 * g))]

/-- The `n`-th iterate of the vertex equation is the sum of the leading logarithms
`(g L) ^ k / k!` up to order `n`. -/
theorem vertexIter_eq_sum (g : ℝ) (n : ℕ) (L : ℝ) :
    vertexIter g n L = ∑ k ∈ Finset.range (n + 1), (g * L) ^ k / (k.factorial : ℝ) := by
  induction n generalizing L with
  | zero => simp [vertexIter]
  | succ n ih =>
    -- one more integration raises each logarithm by one order
    have hk : ∀ k : ℕ, g * ∫ l in (0 : ℝ)..L, (g * l) ^ k / (k.factorial : ℝ)
        = (g * L) ^ (k + 1) / ((k + 1).factorial : ℝ) := by
      intro k
      have hz : (0 : ℝ) ^ (k + 1) = 0 := by simp
      have hf : (k.factorial : ℝ) ≠ 0 := by positivity
      have hk1 : (k : ℝ) + 1 ≠ 0 := by positivity
      simp only [mul_pow, intervalIntegral.integral_div, intervalIntegral.integral_const_mul,
        integral_pow, hz, sub_zero, Nat.factorial_succ, Nat.cast_mul, Nat.cast_add, Nat.cast_one]
      field_simp
      ring
    show 1 + g * ∫ l in (0 : ℝ)..L, vertexIter g n l = _
    simp only [ih]
    rw [intervalIntegral.integral_finsetSum (fun k _ =>
        (by fun_prop : Continuous fun l : ℝ =>
          (g * l) ^ k / (k.factorial : ℝ)).intervalIntegrable _ _),
      Finset.mul_sum, Finset.sum_congr rfl (fun k _ => hk k), Finset.sum_range_succ' _ (n + 1)]
    simp [add_comm]

end

end XRayEdgeVertex
```

```lean
#print axioms XRayEdgeVertex.xray_edge_power_law
#print axioms XRayEdgeVertex.edge_singularity
#print axioms XRayEdgeVertex.edge_saturation
#print axioms XRayEdgeVertex.vertexIter_eq_sum
```

```
'XRayEdgeVertex.xray_edge_power_law' depends on axioms: [propext, Classical.choice, Quot.sound]
'XRayEdgeVertex.edge_singularity' depends on axioms: [propext, Classical.choice, Quot.sound]
'XRayEdgeVertex.edge_saturation' depends on axioms: [propext, Classical.choice, Quot.sound]
'XRayEdgeVertex.vertexIter_eq_sum' depends on axioms: [propext, Classical.choice, Quot.sound]
```

## How the definitions represent the edge

`IsVertex g T` says that `T` is continuous on `Set.Ici 0`, the half-line $[0,\infty)$, and satisfies the integral equation there. Lean's `T` is a function on all of ℝ, but nothing is required of it at negative arguments, and `vertex_eq_exp` says nothing about it there.

`edgeResponse T x0 w` is $R(w)$, with the density of states and the overall sign left out. The variables `x0` and `w` are real numbers in the same energy unit; `w` is often written $\omega$ in textbooks. `vertexIter g n` is $T_n$.

`xray_edge_power_law` states the vertex and the response together, for $g\ne0$ and $0<w\le x_0$. The endpoint $w=x_0$ is included: there $L=0$, the vertex is 1 and the response is 0. The condition $g\neq0$ is needed for the response formula only. Lean sets division by zero to zero, so at $g=0$ the formula would return 0 in place of $L$.

In `edge_singularity` and `edge_saturation`, the filter `𝓝[>] 0` expresses the limit $w\to0^+$. `vertexIter_eq_sum` holds for every real `g` and `L` and every natural number `n`. Its `Finset.range (n + 1)` runs over $k=0,\dots,n$.

## Uniqueness, integration and induction in the proof

`hasDerivAt_exp_mul` differentiates $e^{ax}$. `mul_integral_exp` integrates it by the fundamental theorem of calculus, in the form $a\int_0^L e^{al}dl=e^{aL}-1$, which also holds at $a=0$. This is why `isVertex_exp_witness` can confirm the exponential as a solution for every coupling without a separate case.

`vertex_eq_exp` contains the uniqueness argument. It first replaces `T` by `S`, the function $T(\max(x,0))$, which is continuous on the whole line and agrees with `T` for $x\ge0$. The integral then has an ordinary two-sided derivative even at $L=0$. The step `hd` is the calculation $F'=0$: the product rule gives the derivative, and `linear_combination` cancels the terms by means of the vertex equation. `constant_of_has_deriv_right_zero` turns the zero derivative into $F(L)=F(0)$, and multiplication by $e^{gL}$ isolates $T(L)$.

`response_eq` replaces $T^2$ by $e^{2gl}$ on the integration interval and applies `mul_integral_exp` with $a=2g$. `xray_edge_power_law` then checks that the logarithm is non-negative and rewrites the exponentials as real powers with `Real.rpow_def_of_pos`.

For the two limits, `tendsto_rpow_edge` shows that a positive power of $w$ vanishes at the edge. Each proof builds the limit of the explicit expression and transfers it to the response with `congr'`, because the two agree for $0<w<x_0$.

`vertexIter_eq_sum` is the induction on the number of iterations. Its inner statement `hk` is the integration of one logarithmic term, and `Finset.sum_range_succ'` splits off the zeroth term, which matches the bare vertex.

## From the one-variable equation to a measured spectrum

The theorems settle the continuum problem: the vertex equation has a continuous solution for every real $g$, any two such solutions agree on $[0,\infty)$, and the response and its edge limits follow. A solver that converges to a continuous solution must therefore converge to the exponential, whichever scheme it uses. How fast it does so on a given grid, and with what rounding error, is a matter for numerical analysis.

The step that the hypotheses leave to physics is the reduction of the diagrams to this equation. In the parquet treatment, the two-particle vertex depends on several frequencies and is built from more than one scattering channel. The one-variable equation, with constant $g$ and a sharp cutoff $x_0$, is taken here as the starting point and is meant for leading-logarithmic accuracy. In the full X-ray edge problem the exponent receives corrections of order $g^2$, so $2g$ should be compared with a more complete calculation only at weak coupling.

The response $R(w)$ is also a real function of the distance from the threshold. The measured absorption comes from the imaginary part of the complex response, and obtaining it requires an analytic continuation that `edgeResponse` does not contain.
